# For f of class C³, adding ∂_i∂_j f − δ_ij Δf to a differentiable stress field leaves the force density unchanged

In two dimensions, take a three times continuously differentiable scalar field f(x_1, x_2) and form the symmetric tensor

A_11 = −∂_2∂_2 f,  A_12 = A_21 = ∂_1∂_2 f,  A_22 = −∂_1∂_1 f.

The first component of its divergence is

∂_1 A_11 + ∂_2 A_12 = −∂_1∂_2∂_2 f + ∂_2∂_1∂_2 f = 0,

because partial derivatives commute. The second component cancels in the same way.

For f = x_1² x_2² the entries are A_11 = −2x_1², A_12 = 4x_1x_2 and A_22 = −2x_2². At the point (1, 2) this is a stress of −2 and −8 on the diagonal and 8 off it. The two divergence components there are −4 + 4 = 0 and 8 − 8 = 0.

In d dimensions the tensor is

A_ij = ∂_i∂_j f − δ_ij Δf,  Δf = Σ_k ∂_k∂_k f.

## Comparing local stress between codes

A simulation code that outputs a local stress σ_ij can check it against the force density F_i = Σ_j ∂_j σ_ij. For smooth fields on all of space in two or more dimensions, that check cannot single out one stress field. Two codes can therefore agree on every force density and still print different stress profiles, so a difference between profiles does not by itself show that the force densities differ.

## Cancellation, trace and a quadratic example

The divergence of A is

Σ_j ∂_j A_ij = Σ_j ∂_j∂_i∂_j f − Σ_j δ_ij ∂_j Δf = ∂_i Σ_j ∂_j∂_j f − ∂_i Δf = 0.

The derivative is linear, so for differentiable σ

Σ_j ∂_j(σ_ij + A_ij) = Σ_j ∂_j σ_ij + 0.

To see when A itself vanishes, take the trace:

Σ_i A_ii = Δf − d Δf = (1 − d) Δf.

If d ≥ 2 and A = 0 at a point, then Δf = 0 there, and the definition of A leaves ∂_i∂_j f = 0 for all i, j. Conversely, if all second derivatives vanish at a point, so does A. In one dimension A is always zero.

For f = x_a², with a a fixed direction, ∂_j f = 2δ_ja x_a and ∂_i∂_j f = 2δ_ia δ_ja, so Δf = 2 and

A_ij = 2δ_ia δ_ja − 2δ_ij.

This is −2 on the diagonal in every direction other than a, and zero elsewhere. It is a uniform stress, which exerts no force density in the bulk.

## The Lean file

```lean
import Mathlib

open Finset

namespace StressGaugeFreedom

noncomputable section

variable {ι : Type*} [Fintype ι] [DecidableEq ι]

/-- The partial derivative of a scalar field along the coordinate direction `i`. -/
def pd (i : ι) (f : (ι → ℝ) → ℝ) (x : ι → ℝ) : ℝ :=
  fderiv ℝ f x (Pi.single i 1)

/-- The Laplacian, the sum of the pure second partial derivatives. -/
def laplacian (f : (ι → ℝ) → ℝ) (x : ι → ℝ) : ℝ :=
  ∑ k, pd k (pd k f) x

/-- The tensor field `A_ij = ∂_i ∂_j f - δ_ij Δf` generated by a scalar field `f`. -/
def gaugeStress (f : (ι → ℝ) → ℝ) (i j : ι) (x : ι → ℝ) : ℝ :=
  pd i (pd j f) x - if i = j then laplacian f x else 0

/-- The force density of a stress field, `F_i = ∑_j ∂_j σ_ij`. -/
def forceDensity (σ : ι → ι → (ι → ℝ) → ℝ) (i : ι) (x : ι → ℝ) : ℝ :=
  ∑ j, pd j (σ i j) x

/-- Taking a partial derivative costs one order of smoothness. -/
theorem contDiff_pd {m n : WithTop ℕ∞} {f : (ι → ℝ) → ℝ} (hf : ContDiff ℝ n f)
    (h : m + 1 ≤ n) (i : ι) : ContDiff ℝ m (pd i f) :=
  (hf.fderiv_right h).clm_apply contDiff_const

/-- Mixed second partial derivatives of a C² field commute. -/
theorem pd_comm {f : (ι → ℝ) → ℝ} (hf : ContDiff ℝ 2 f) (i j : ι) (x : ι → ℝ) :
    pd i (pd j f) x = pd j (pd i f) x := by
  have hd : DifferentiableAt ℝ (fderiv ℝ f) x :=
    ((hf.fderiv_right (m := 1) (by norm_num)).differentiable (by norm_num)) x
  -- an iterated partial derivative is an entry of the second Fréchet derivative
  have key : ∀ v w : ι → ℝ, fderiv ℝ (fun y => fderiv ℝ f y v) x w
      = fderiv ℝ (fderiv ℝ f) x w v := by
    intro v w
    rw [fderiv_clm_apply hd (differentiableAt_const v)]
    simp
  have hs : IsSymmSndFDerivAt ℝ f x :=
    hf.contDiffAt.isSymmSndFDerivAt (by simp)
  exact (key _ _).trans ((hs _ _).trans (key _ _).symm)

/-- The tensor `A` generated by a C² field is symmetric. -/
theorem gaugeStress_symm {f : (ι → ℝ) → ℝ} (hf : ContDiff ℝ 2 f) (i j : ι) (x : ι → ℝ) :
    gaugeStress f i j x = gaugeStress f j i x := by
  by_cases h : i = j
  · subst h
    rfl
  · have h' : ¬ j = i := fun e => h e.symm
    unfold gaugeStress
    rw [if_neg h, if_neg h', pd_comm hf i j x]

private lemma differentiable_pd_pd {f : (ι → ℝ) → ℝ} (hf : ContDiff ℝ 3 f) (i j : ι) :
    Differentiable ℝ (pd i (pd j f)) :=
  (contDiff_pd (m := 1) (contDiff_pd (m := 2) hf (by norm_num) j)
    (by norm_num) i).differentiable (by norm_num)

private lemma differentiable_laplacian {f : (ι → ℝ) → ℝ} (hf : ContDiff ℝ 3 f) :
    Differentiable ℝ (laplacian f) := by
  change Differentiable ℝ (fun x => ∑ k, pd k (pd k f) x)
  exact Differentiable.fun_sum fun k _ => differentiable_pd_pd hf k k

private lemma differentiable_gaugeStress {f : (ι → ℝ) → ℝ} (hf : ContDiff ℝ 3 f) (i j : ι) :
    Differentiable ℝ (gaugeStress f i j) := by
  by_cases h : i = j
  · have e : gaugeStress f i j = fun y => pd i (pd j f) y - laplacian f y := by
      funext y
      unfold gaugeStress
      rw [if_pos h]
    rw [e]
    exact (differentiable_pd_pd hf i j).fun_sub (differentiable_laplacian hf)
  · have e : gaugeStress f i j = pd i (pd j f) := by
      funext y
      unfold gaugeStress
      rw [if_neg h, sub_zero]
    rw [e]
    exact differentiable_pd_pd hf i j

/-- The tensor `A` generated by a C³ field has zero divergence at every point. -/
theorem forceDensity_gaugeStress {f : (ι → ℝ) → ℝ} (hf : ContDiff ℝ 3 f)
    (i : ι) (x : ι → ℝ) : forceDensity (gaugeStress f) i x = 0 := by
  have hl : pd i (laplacian f) x = ∑ k, pd i (pd k (pd k f)) x := by
    change fderiv ℝ (fun y => ∑ k, pd k (pd k f) y) x (Pi.single i 1) = _
    rw [fderiv_fun_sum (fun k _ => differentiable_pd_pd hf k k x),
      _root_.sum_apply]
    rfl
  -- differentiate each entry, exchanging the two outer derivatives of the Hessian
  have hj : ∀ j, pd j (gaugeStress f i j) x
      = pd i (pd j (pd j f)) x - if i = j then pd j (laplacian f) x else 0 := by
    intro j
    rw [← pd_comm (contDiff_pd (m := 2) hf (by norm_num) j) j i x]
    by_cases h : i = j
    · have e : gaugeStress f i j = fun y => pd i (pd j f) y - laplacian f y := by
        funext y
        unfold gaugeStress
        rw [if_pos h]
      rw [e, if_pos h]
      change fderiv ℝ (fun y => pd i (pd j f) y - laplacian f y) x (Pi.single j 1) = _
      rw [fderiv_fun_sub (differentiable_pd_pd hf i j x) (differentiable_laplacian hf x)]
      rfl
    · have e : gaugeStress f i j = pd i (pd j f) := by
        funext y
        unfold gaugeStress
        rw [if_neg h, sub_zero]
      rw [e, if_neg h, sub_zero]
  unfold forceDensity
  rw [sum_congr rfl fun j _ => hj j, sum_sub_distrib, sum_ite_eq, if_pos (mem_univ i), hl,
    sub_self]

/-- Adding the tensor `A` generated by a C³ field to a differentiable stress field gives a
differentiable stress field with the same force density. -/
theorem forceDensity_add_gaugeStress {f : (ι → ℝ) → ℝ} (hf : ContDiff ℝ 3 f)
    {σ : ι → ι → (ι → ℝ) → ℝ} (hσ : ∀ i j, Differentiable ℝ (σ i j)) :
    (∀ i j, Differentiable ℝ ((σ + gaugeStress f) i j)) ∧
      forceDensity (σ + gaugeStress f) = forceDensity σ := by
  refine ⟨fun i j => (hσ i j).add (differentiable_gaugeStress hf i j), ?_⟩
  funext i x
  have hj : ∀ j, pd j ((σ + gaugeStress f) i j) x
      = pd j (σ i j) x + pd j (gaugeStress f i j) x := by
    intro j
    change fderiv ℝ (σ i j + gaugeStress f i j) x (Pi.single j 1) = _
    rw [fderiv_add (hσ i j x) (differentiable_gaugeStress hf i j x)]
    rfl
  have h0 := forceDensity_gaugeStress hf i x
  unfold forceDensity at h0 ⊢
  rw [sum_congr rfl fun j _ => hj j, sum_add_distrib, h0, add_zero]

/-- The trace of `A` in `d` dimensions is `(1 - d) Δf`. -/
theorem trace_gaugeStress (f : (ι → ℝ) → ℝ) (x : ι → ℝ) :
    ∑ i, gaugeStress f i i x = (1 - (Fintype.card ι : ℝ)) * laplacian f x := by
  have h : ∀ i, gaugeStress f i i x = pd i (pd i f) x - laplacian f x := by
    intro i
    unfold gaugeStress
    rw [if_pos rfl]
  rw [sum_congr rfl fun i _ => h i, sum_sub_distrib, sum_const, card_univ, nsmul_eq_mul]
  change laplacian f x - _ = _
  ring

/-- In two or more dimensions, `A` vanishes at a point exactly when all second partial
derivatives of `f` vanish there. -/
theorem gaugeStress_eq_zero_iff [Nontrivial ι] (f : (ι → ℝ) → ℝ) (x : ι → ℝ) :
    (∀ i j, gaugeStress f i j x = 0) ↔ ∀ i j, pd i (pd j f) x = 0 := by
  constructor
  · intro h i j
    -- the trace forces the Laplacian to vanish
    have ht := trace_gaugeStress f x
    rw [sum_eq_zero fun i _ => h i i] at ht
    have hc : (1 : ℝ) < Fintype.card ι := by exact_mod_cast Fintype.one_lt_card (α := ι)
    have hl : laplacian f x = 0 :=
      (mul_eq_zero.mp ht.symm).resolve_left (by linarith)
    have hij := h i j
    unfold gaugeStress at hij
    simpa [hl] using hij
  · intro h i j
    have hl : laplacian f x = 0 := sum_eq_zero fun k _ => h k k
    simp [gaugeStress, hl, h i j]

/-- For `f = x_a²` the tensor `A` is uniform: `-2` on the diagonal in every direction other
than `a`, and zero in all other entries. -/
theorem gaugeStress_sq (a i j : ι) (x : ι → ℝ) :
    gaugeStress (fun y => y a ^ 2) i j x = if i = j ∧ i ≠ a then -2 else 0 := by
  have h1 : ∀ k : ι, pd k (fun y : ι → ℝ => y a ^ 2)
      = fun y => (2 * (Pi.single k 1 : ι → ℝ) a) * y a := by
    intro k
    funext y
    have h := (hasDerivAt_pow 2 (y a)).comp_hasFDerivAt y
      (hasFDerivAt_apply (𝕜 := ℝ) a y)
    change fderiv ℝ ((fun t : ℝ => t ^ 2) ∘ fun z : ι → ℝ => z a) y (Pi.single k 1) = _
    rw [h.fderiv]
    simp only [smul_apply, ContinuousLinearMap.proj_apply, smul_eq_mul]
    norm_num
    ring
  have h2 : ∀ k l : ι, pd k (pd l (fun y : ι → ℝ => y a ^ 2)) x
      = (2 * (Pi.single l 1 : ι → ℝ) a) * (Pi.single k 1 : ι → ℝ) a := by
    intro k l
    rw [h1 l]
    have h := (hasFDerivAt_apply (𝕜 := ℝ) a x).const_mul (2 * (Pi.single l 1 : ι → ℝ) a)
    unfold pd
    rw [h.fderiv]
    rfl
  have hl : laplacian (fun y : ι → ℝ => y a ^ 2) x = 2 := by
    unfold laplacian
    rw [sum_congr rfl fun k _ => h2 k k]
    simp [Pi.single_apply]
  unfold gaugeStress
  rw [h2, hl]
  by_cases hij : i = j
  · subst hij
    by_cases hia : i = a
    · subst hia
      simp
    · have hai : ¬ a = i := fun e => hia e.symm
      simp [hia, hai]
  · by_cases hai : a = i
    · subst hai
      simp [hij]
    · simp [Pi.single_apply, hij, hai]

/-- In two or more dimensions, adding the tensor `A` of `f = x_a²` to any differentiable stress
field keeps it differentiable, keeps the force density, and changes the stress at every point. -/
theorem stress_not_unique [Nontrivial ι] (a : ι) {σ : ι → ι → (ι → ℝ) → ℝ}
    (hσ : ∀ i j, Differentiable ℝ (σ i j)) :
    (∀ i j, Differentiable ℝ ((σ + gaugeStress fun y => y a ^ 2) i j)) ∧
      forceDensity (σ + gaugeStress fun y => y a ^ 2) = forceDensity σ ∧
      ∀ x, ∃ i, (σ + gaugeStress fun y => y a ^ 2) i i x ≠ σ i i x := by
  have hf : ContDiff ℝ 3 (fun y : ι → ℝ => y a ^ 2) := by fun_prop
  obtain ⟨hd, hF⟩ := forceDensity_add_gaugeStress hf hσ
  refine ⟨hd, hF, fun x => ?_⟩
  -- any direction transverse to `a` shows the change
  obtain ⟨b, hb⟩ := exists_ne a
  refine ⟨b, ?_⟩
  change σ b b x + gaugeStress (fun y => y a ^ 2) b b x ≠ σ b b x
  rw [gaugeStress_sq, if_pos ⟨rfl, hb⟩]
  intro h
  linarith

end

end StressGaugeFreedom
```

```lean
#print axioms StressGaugeFreedom.gaugeStress_symm
#print axioms StressGaugeFreedom.forceDensity_add_gaugeStress
#print axioms StressGaugeFreedom.gaugeStress_eq_zero_iff
#print axioms StressGaugeFreedom.stress_not_unique
```

```
'StressGaugeFreedom.gaugeStress_symm' depends on axioms: [propext, Classical.choice, Quot.sound]
'StressGaugeFreedom.forceDensity_add_gaugeStress' depends on axioms: [propext, Classical.choice, Quot.sound]
'StressGaugeFreedom.gaugeStress_eq_zero_iff' depends on axioms: [propext, Classical.choice, Quot.sound]
'StressGaugeFreedom.stress_not_unique' depends on axioms: [propext, Classical.choice, Quot.sound]
```

## What the theorems cover

Coordinates are labelled by a finite type `ι`, so a point of space is a function `ι → ℝ` and d is the number of labels. `pd i f` is the Fréchet derivative of `f` applied to the i-th unit vector. A stress field `σ` is a family of scalar functions, not required to be symmetric, and `forceDensity` fixes the convention that the divergence acts on the second index with a plus sign. The hypothesis d ≥ 2 appears as `[Nontrivial ι]`.

`forceDensity_gaugeStress` is the zero divergence for C³ fields. `forceDensity_add_gaugeStress` states that the new stress is differentiable and has the same force density. Lean assigns derivative zero where none exists, so the differentiability ensures that the equality concerns true derivatives. `stress_not_unique` adds that, with f = x_a² and d ≥ 2, some diagonal entry changes at every point.

The theorems concern exact derivatives on all of ℝ^d. They do not treat finite-difference grids, interfaces or surface tractions, and they do not classify all divergence-free stresses. Boundary conditions may exclude a given A: for d ≥ 2 the uniform example changes the traction on a free surface wherever the surface normal is not along the direction a.

## How the proof follows the derivation

`contDiff_pd` records that each partial derivative costs one order of smoothness. `pd_comm` identifies iterated partial derivatives with entries of the second Fréchet derivative, which is symmetric for C² fields; `gaugeStress_symm` follows.

In `forceDensity_gaugeStress`, `hl` moves ∂_i inside the sum that defines Δf, and `hj` differentiates each entry of A and exchanges the two outer derivatives by applying `pd_comm` to ∂_j f. `sum_ite_eq` then collapses the δ_ij sum, and the two terms cancel. The private lemmas supply the differentiability needed for these steps and for adding A to σ.

`trace_gaugeStress` and `gaugeStress_eq_zero_iff` carry out the trace argument. `gaugeStress_sq` computes the quadratic example, and `stress_not_unique` picks a direction `b` other than `a`, where the diagonal stress shifts by −2.
